# In the Murnaghan model with b = 4, a lattice constant one percent too large lowers the bulk modulus by 11 to 12 percent

Take a solid with zero-pressure volume $V_0$ and bulk modulus $B_0$ at that volume, and suppose that its pressure at volume $V$ is $P(V) = B_0(V_0/V - 1)$. Then $P'(V) = -B_0V_0/V^2$, and the bulk modulus is

$$B(V) = -V P'(V) = B_0\,\frac{V_0}{V}.$$

A volume one percent too large divides the modulus by $1.01$. A lattice constant one percent too large multiplies the volume by $1.01^3$, so it divides the modulus by $1.01^3$, a loss of about 2.9 percent. This is the Murnaghan curve with exponent $b = 1$. A larger exponent amplifies the loss.

## From the pressure curve to the lattice error

For general $b$, the Murnaghan pressure is

$$P(V) = \frac{B_0}{b}\left[\left(\frac{V_0}{V}\right)^b - 1\right], \qquad B_0, b, V_0 > 0.$$

The chain rule gives

$$P'(V) = \frac{B_0}{b}\, b\left(\frac{V_0}{V}\right)^{b-1}\left(-\frac{V_0}{V^2}\right) = -\frac{B_0}{V}\left(\frac{V_0}{V}\right)^b,$$

and therefore $B(V) = B_0 (V_0/V)^b$. Since $bP = B_0[(V_0/V)^b - 1]$, this is also $B = B_0 + bP$. The parameter $b$ is thus the pressure derivative of the bulk modulus, and the physical content of the model is that this derivative is constant.

Now let $V = V_0(1+\delta)$, where $\delta > -1$ is the relative volume error. The relative change of the modulus is

$$R(\delta) = \frac{B(V) - B(V_0)}{B(V_0)} = (1+\delta)^{-b} - 1.$$

Its derivative is $-b(1+\delta)^{-b-1}$, which equals $-b$ at $\delta = 0$. The linear estimate $-b\delta$ is also a lower bound. From $e^y \ge 1+y$ and $\ln(1+\delta) \le \delta$,

$$(1+\delta)^{-b} = e^{-b\ln(1+\delta)} \ge 1 - b\ln(1+\delta) \ge 1 - b\delta.$$

For an expanded cell, the linear estimate therefore never understates the softening.

A cell of fixed shape has volume $V = c\,a^3$, with lattice constant $a$ and shape factor $c > 0$. If $a_0$ is the lattice constant at $V_0$ and $a = a_0(1+\varepsilon)$, then $1+\delta = (1+\varepsilon)^3$, and the relative change becomes $(1+\varepsilon)^{-3b} - 1$. For $b = 4$ and $\varepsilon = 0.01$, we have $1.01^{12} \approx 1.1268$, so the change is $1.01^{-12} - 1 \approx -0.1126$.

In the limit $b \to 0$ at fixed $B_0$, the pressure tends to $B_0\ln(V_0/V)$ and the modulus to the constant $B_0$, so a volume error has no effect; the theorems below require $b \ne 0$ and do not treat this limit.

In electronic-structure work, the result estimates how strongly a bulk modulus depends on the geometry at which it is evaluated, provided that one Murnaghan curve with fixed parameters describes the solid. It does not give the full error of an approximate method, which may also change $B_0$ and $b$.

## The curve and its modulus in Lean

```lean
import Mathlib

open Topology

namespace MurnaghanBulkModulusError

noncomputable section
```

Volumes, pressures and parameters are real numbers, so a consistent choice of units is left to the reader.

```lean
/-- The Murnaghan pressure at volume `V`, with parameters `B0`, `b` and `V0`. -/
def murnaghanPressure (B0 b V0 V : ℝ) : ℝ := B0 / b * ((V0 / V) ^ b - 1)
```

The exponent `b` is real, and the power is Mathlib's real power function. Pressure is positive under compression.

```lean
/-- The bulk modulus `-V P'(V)` of a pressure curve `P`. -/
def bulkModulus (P : ℝ → ℝ) (V : ℝ) : ℝ := -V * deriv P V
```

This definition applies to any pressure curve `P` that is differentiable at `V`. The Murnaghan formula for the modulus is therefore a theorem about a derivative, not a definition.

```lean
/-- The relative change of the Murnaghan bulk modulus when it is evaluated at `V`
instead of `V0`. -/
def relativeChange (B0 b V0 V : ℝ) : ℝ :=
  (bulkModulus (murnaghanPressure B0 b V0) V - bulkModulus (murnaghanPressure B0 b V0) V0) /
    bulkModulus (murnaghanPressure B0 b V0) V0
```

Both moduli in `relativeChange` come from the same curve, with `V0` as the reference volume. A negative value means softening when `B0` is positive.

```lean
/-- The volume derivative of the Murnaghan pressure is `-(B0 / V) (V0 / V) ^ b`. -/
theorem hasDerivAt_murnaghanPressure (B0 : ℝ) {b V0 V : ℝ} (hb : b ≠ 0)
    (hV0 : 0 < V0) (hV : 0 < V) :
    HasDerivAt (murnaghanPressure B0 b V0) (-(B0 / V) * (V0 / V) ^ b) V := by
  have hV0' : V0 ≠ 0 := hV0.ne'
  have hV' : V ≠ 0 := hV.ne'
  -- the compression ratio V0 / V
  have h1 : HasDerivAt (fun v : ℝ => V0 / v) (-V0 / V ^ 2) V := by
    have h : HasDerivAt (fun v : ℝ => V0 * v⁻¹) (V0 * -(V ^ 2)⁻¹) V :=
      (hasDerivAt_inv hV').const_mul V0
    simp only [div_eq_mul_inv]
    exact h.congr_deriv (by ring)
  -- the power law, then the shift and the prefactor
  have h2 : HasDerivAt (fun v : ℝ => B0 / b * ((V0 / v) ^ b - 1))
      (B0 / b * (-V0 / V ^ 2 * b * (V0 / V) ^ (b - 1))) V :=
    ((h1.rpow_const (Or.inl (div_pos hV0 hV).ne')).sub_const 1).const_mul (B0 / b)
  refine h2.congr_deriv ?_
  rw [Real.rpow_sub_one (div_pos hV0 hV).ne']
  generalize (V0 / V) ^ b = r
  field_simp
```

The statement holds for positive volumes, nonzero `b` and any real `B0`, which includes the physical case. In the proof, `h1` differentiates the ratio $V_0/V$, and `h2` applies the power rule, the shift by $-1$ and the prefactor. The rewrite with `Real.rpow_sub_one` turns the exponent $b-1$ into $b$ at the cost of a division by $V_0/V$. The remaining power is then named `r`, and `field_simp` settles the rational identity.

```lean
/-- The bulk modulus of the Murnaghan pressure is `B0 (V0 / V) ^ b`. -/
theorem bulkModulus_murnaghan (B0 : ℝ) {b V0 V : ℝ} (hb : b ≠ 0)
    (hV0 : 0 < V0) (hV : 0 < V) :
    bulkModulus (murnaghanPressure B0 b V0) V = B0 * (V0 / V) ^ b := by
  have hV' : V ≠ 0 := hV.ne'
  unfold bulkModulus
  rw [(hasDerivAt_murnaghanPressure B0 hb hV0 hV).deriv]
  generalize (V0 / V) ^ b = r
  field_simp
```

Multiplying the derivative by $-V$ cancels the factor $1/V$ and leaves $B_0(V_0/V)^b$.

```lean
/-- Along the Murnaghan curve the bulk modulus is linear in the pressure, with slope `b`
and value `B0` at zero pressure. -/
theorem bulkModulus_linear_in_pressure (B0 : ℝ) {b V0 V : ℝ} (hb : b ≠ 0)
    (hV0 : 0 < V0) (hV : 0 < V) :
    bulkModulus (murnaghanPressure B0 b V0) V = B0 + b * murnaghanPressure B0 b V0 V := by
  rw [bulkModulus_murnaghan B0 hb hV0 hV]
  unfold murnaghanPressure
  generalize (V0 / V) ^ b = r
  have h : b * (B0 / b * (r - 1)) = B0 * (r - 1) := by
    rw [← mul_assoc, mul_div_cancel₀ B0 hb]
  rw [h]
  ring
```

Here the closed form is compared with the definition of the pressure. Cancelling `b` against the prefactor `B0 / b` gives $B = B_0 + bP$.

## Volume errors and their linear estimate

```lean
/-- A relative volume error `δ` changes the bulk modulus by the relative amount
`(1 + δ) ^ (-b) - 1`. -/
theorem relativeChange_volume {B0 b V0 δ : ℝ} (hB : B0 ≠ 0) (hb : b ≠ 0)
    (hV0 : 0 < V0) (hδ : -1 < δ) :
    relativeChange B0 b V0 (V0 * (1 + δ)) = (1 + δ) ^ (-b) - 1 := by
  have h : 0 < 1 + δ := by linarith
  have hratio : V0 / (V0 * (1 + δ)) = (1 + δ)⁻¹ := by
    rw [div_eq_mul_inv, mul_inv, ← mul_assoc, mul_inv_cancel₀ hV0.ne', one_mul]
  unfold relativeChange
  rw [bulkModulus_murnaghan B0 hb hV0 (mul_pos hV0 h), bulkModulus_murnaghan B0 hb hV0 hV0,
    hratio, div_self hV0.ne', Real.one_rpow, mul_one, Real.inv_rpow h.le,
    ← Real.rpow_neg h.le, sub_div, div_self hB, mul_div_cancel_left₀ _ hB]
```

The hypothesis `-1 < δ` says that the erroneous volume is still positive, and `B0 ≠ 0` permits division by the reference modulus. The proof simplifies the volume ratio to $(1+\delta)^{-1}$, inserts the closed form at both volumes and cancels `B0`.

```lean
/-- The relative change of the bulk modulus has derivative `-b` in the relative volume error,
taken at `V0`. -/
theorem hasDerivAt_relativeChange {B0 b V0 : ℝ} (hB : B0 ≠ 0) (hb : b ≠ 0) (hV0 : 0 < V0) :
    HasDerivAt (fun δ : ℝ => relativeChange B0 b V0 (V0 * (1 + δ))) (-b) 0 := by
  have h1 : HasDerivAt (fun δ : ℝ => 1 + δ) 1 0 := (hasDerivAt_id' (0 : ℝ)).const_add 1
  have h2 : HasDerivAt (fun δ : ℝ => (1 + δ) ^ (-b) - 1) (-b) 0 :=
    ((h1.rpow_const (p := -b) (Or.inl (by norm_num))).sub_const 1).congr_deriv (by simp)
  -- the closed form holds for every δ > -1, hence near zero
  refine h2.congr_of_eventuallyEq ?_
  filter_upwards [Ioi_mem_nhds (show (-1 : ℝ) < 0 by norm_num)] with δ hδ
  exact relativeChange_volume hB hb hV0 hδ
```

The derivative is first computed for the closed form $(1+\delta)^{-b} - 1$. That form agrees with `relativeChange` for every $\delta > -1$, hence throughout a neighbourhood of zero, and this is enough to transfer the derivative.

```lean
/-- For `b > 0` the relative change of the bulk modulus is never below its linear
estimate `-b δ`, for any relative volume error `δ > -1`. -/
theorem linear_estimate_le_relativeChange {B0 b V0 δ : ℝ} (hB : B0 ≠ 0) (hb : 0 < b)
    (hV0 : 0 < V0) (hδ : -1 < δ) :
    -b * δ ≤ relativeChange B0 b V0 (V0 * (1 + δ)) := by
  have h : 0 < 1 + δ := by linarith
  rw [relativeChange_volume hB hb.ne' hV0 hδ, Real.rpow_def_of_pos h]
  -- exp y ≥ 1 + y and log (1 + δ) ≤ δ
  have h1 := Real.add_one_le_exp (Real.log (1 + δ) * (-b))
  have h2 : Real.log (1 + δ) ≤ δ := by
    have := Real.log_le_sub_one_of_pos h
    linarith
  have h3 := mul_le_mul_of_nonneg_left h2 hb.le
  linarith
```

The proof uses the positivity of `b` when it multiplies the logarithmic inequality by `b`. `Real.rpow_def_of_pos` writes the power as an exponential, `h1` and `h2` are the two elementary bounds, and `linarith` combines them.

## Lattice errors and the one percent case

```lean
/-- For a cell of volume `c a ^ 3`, a relative error `ε` in the lattice constant changes the
bulk modulus by the relative amount `(1 + ε) ^ (-3 b) - 1`. -/
theorem relativeChange_lattice {B0 b c a0 ε : ℝ} (hB : B0 ≠ 0) (hb : b ≠ 0)
    (hc : 0 < c) (ha : 0 < a0) (hε : -1 < ε) :
    relativeChange B0 b (c * a0 ^ 3) (c * (a0 * (1 + ε)) ^ 3) =
      (1 + ε) ^ (-(3 * b)) - 1 := by
  have h : 0 < 1 + ε := by linarith
  have h3 : 0 < (1 + ε) ^ 3 := pow_pos h 3
  -- the volume error that belongs to the lattice error
  have hvol : c * (a0 * (1 + ε)) ^ 3 = c * a0 ^ 3 * (1 + ((1 + ε) ^ 3 - 1)) := by ring
  have hexp : (1 + ε) ^ (-(3 * b)) = ((1 + ε) ^ 3) ^ (-b) := by
    rw [show -(3 * b) = ((3 : ℕ) : ℝ) * (-b) by push_cast; ring,
      Real.rpow_mul h.le, Real.rpow_natCast]
  rw [hvol, relativeChange_volume hB hb (mul_pos hc (pow_pos ha 3)) (by linarith), hexp,
    show 1 + ((1 + ε) ^ 3 - 1) = (1 + ε) ^ 3 by ring]
```

The factor `c` is the same in both volumes, so the cell is scaled uniformly; a change of shape is not described. The identity `hvol` expresses the lattice error as the volume error $\delta = (1+\varepsilon)^3 - 1$, and `hexp` combines the exponents $3$ and $-b$ into $-3b$.

```lean
/-- For `b = 4` and a lattice constant one percent too large, the relative change of the bulk
modulus lies strictly between -12 and -11 percent. -/
theorem one_percent_lattice_error {B0 c a0 : ℝ} (hB : B0 ≠ 0) (hc : 0 < c) (ha : 0 < a0) :
    -(12 / 100) < relativeChange B0 4 (c * a0 ^ 3) (c * (a0 * (1 + 1 / 100)) ^ 3) ∧
      relativeChange B0 4 (c * a0 ^ 3) (c * (a0 * (1 + 1 / 100)) ^ 3) < -(11 / 100) := by
  have hpow : (1 + 1 / 100 : ℝ) ^ (-(3 * 4) : ℝ) = ((1 + 1 / 100 : ℝ) ^ 12)⁻¹ := by
    rw [show (-(3 * 4) : ℝ) = -((12 : ℕ) : ℝ) by norm_num,
      Real.rpow_neg (by norm_num), Real.rpow_natCast]
  rw [relativeChange_lattice hB (by norm_num) hc ha (by norm_num), hpow]
  constructor <;> norm_num

end

end MurnaghanBulkModulusError
```

The two inequalities place the relative change strictly between $-0.12$ and $-0.11$, whatever the values of `B0`, `c` and `a0` allowed by the hypotheses. After `hpow` has replaced the real power by the inverse of an ordinary twelfth power, `norm_num` checks both bounds in exact rational arithmetic.

```lean
#print axioms MurnaghanBulkModulusError.bulkModulus_linear_in_pressure
#print axioms MurnaghanBulkModulusError.hasDerivAt_relativeChange
#print axioms MurnaghanBulkModulusError.linear_estimate_le_relativeChange
#print axioms MurnaghanBulkModulusError.one_percent_lattice_error
```

```
'MurnaghanBulkModulusError.bulkModulus_linear_in_pressure' depends on axioms: [propext, Classical.choice, Quot.sound]
'MurnaghanBulkModulusError.hasDerivAt_relativeChange' depends on axioms: [propext, Classical.choice, Quot.sound]
'MurnaghanBulkModulusError.linear_estimate_le_relativeChange' depends on axioms: [propext, Classical.choice, Quot.sound]
'MurnaghanBulkModulusError.one_percent_lattice_error' depends on axioms: [propext, Classical.choice, Quot.sound]
```
